# A scalar self-energy with n simple real poles of positive weight gives a Green's function with exactly n + 1 poles

Take a level at energy $\varepsilon$ whose self-energy has a single pole, $\Sigma(z)=b/(z-d)$ with $b>0$. Dyson's equation gives

$$G(z)=\frac{1}{z-\varepsilon-b/(z-d)}=\frac{z-d}{(z-\varepsilon)(z-d)-b}.$$

The discriminant $(\varepsilon-d)^2+4b$ is positive, so I get two distinct real poles. With $n$ poles in $\Sigma$ the denominator has degree $n+1$, but the degree alone doesn't tell me that its roots are real and distinct, or that the weights are positive. Does $G$ always gain exactly one genuine pole?

## The poles as eigenvalues of a level coupled to a bath

Yes, if $\Sigma(z)=\sum_{j=1}^n b_j/(z-d_j)$ with distinct real $d_j$ and all $b_j>0$. Your two poles are the eigenvalues of a $2\times2$ matrix with diagonal $\varepsilon,d$ and coupling $\sqrt b$. In general, put $V_j=\sqrt{b_j}$ and let $H$ couple the level (index 0) to $n$ bath levels $d_j$ that don't couple to each other. This real symmetric matrix has $n+1$ orthonormal eigenvectors $v_k$, with components $v_{k0},v_{kj}$ and eigenvalues $e_k$.

**Positive weights.** Suppose $Hx=\lambda x$ and $x_0=0$. The bath rows give $d_jx_j=\lambda x_j$, so at most one $x_i$ is non-zero. The level row, $\sum_jV_jx_j=0$, then removes that one too, and $x=0$. Hence $v_{k0}\neq0$ and $a_k=v_{k0}^2>0$.

**Distinct poles.** If $e_k=e_l$ with $k\ne l$, then $v_{l0}v_k-v_{k0}v_l$ solves the same eigenvalue equation without level amplitude, so it vanishes. Its product with $v_k$ gives $v_{l0}=0$, a contradiction.

**Dyson's equation.** For non-real $z$ define $g_i=\sum_k v_{k0}v_{ki}/(z-e_k)$. The eigenvalue equation and completeness, $\sum_kv_{ki}v_{kj}=\delta_{ij}$, give

$$(z-\varepsilon)g_0-\sum_jV_jg_j=\sum_kv_{k0}^2=1,$$
$$(z-d_j)g_j-V_jg_0=\sum_kv_{k0}v_{kj}=0.$$

Eliminating $g_j=V_jg_0/(z-d_j)$ leaves $(z-\varepsilon-\Sigma(z))\,g_0=1$. The denominator is therefore non-zero, $G=g_0=\sum_ka_k/(z-e_k)$, and $\sum_ka_k=1$.

**No other count.** Let two pole sums agree off the real axis, the first with distinct poles and positive weights. Set $z=x+it$, multiply by $it$ and let $t\to0$: each term $a/(z-e)$ contributes $a$ if $e=x$ and $0$ otherwise. Every pole of the first sum must therefore occur in the second. Applied both ways, this fixes the number.

With no bath at all, $G=1/(z-\varepsilon)$: zero poles become one.

In the Lean file, `poleSum` stands for both $\Sigma$ and $G$. The finite type `ι` labels the $d_j$, and `Option ι` adds one label, `none`, for the level. `Function.Injective d` says that the $d_j$ are distinct; equal ones would merge into a single pole. The condition `0 < b j` says that each $b_j$ is a squared, non-zero coupling. `dyson_adds_one_pole` gives existence, and `dyson_pole_count` gives the count for any representation with distinct poles and positive weights, without assuming that these sum to one.

```lean
import Mathlib

open Matrix Filter Topology

namespace DysonPoles

noncomputable section

variable {ι κ : Type*} [Fintype ι] [Fintype κ]

/-- The Lehmann sum `∑ a_k / (z - e_k)`, for `z` different from all poles `e_k`. -/
def poleSum (a e : ι → ℝ) (z : ℂ) : ℂ := ∑ k, (a k : ℂ) / (z - e k)

/-- One level `ε` (index `none`) coupled by amplitudes `V_j` to bath levels `d_j`. -/
def starHamiltonian [DecidableEq ι] (ε : ℝ) (V d : ι → ℝ) :
    Matrix (Option ι) (Option ι) ℝ :=
  of fun i j => match i, j with
    | none, none => ε
    | none, some j => V j
    | some i, none => V i
    | some i, some j => if i = j then d i else 0

omit [Fintype ι] in
lemma star_isHermitian [DecidableEq ι] (ε : ℝ) (V d : ι → ℝ) :
    (starHamiltonian ε V d).IsHermitian :=
  Matrix.IsHermitian.ext fun i j => match i, j with
    | none, none => rfl
    | none, some _ => rfl
    | some _, none => rfl
    | some i, some j => by
      by_cases h : i = j
      · subst h; rfl
      · simp [starHamiltonian, h, Ne.symm h]

lemma star_level [DecidableEq ι] (ε : ℝ) (V d : ι → ℝ) (x : Option ι → ℝ) :
    (starHamiltonian ε V d *ᵥ x) none = ε * x none + ∑ j, V j * x (some j) :=
  Fintype.sum_option (fun i => starHamiltonian ε V d none i * x i)

lemma star_bath [DecidableEq ι] (ε : ℝ) (V d : ι → ℝ) (x : Option ι → ℝ) (j : ι) :
    (starHamiltonian ε V d *ᵥ x) (some j) = V j * x none + d j * x (some j) :=
  (Fintype.sum_option (fun i => starHamiltonian ε V d (some j) i * x i)).trans
    (by simp [starHamiltonian])

/-- For non-zero couplings and distinct bath levels, a solution of the eigenvalue equation with
no amplitude on the coupled level vanishes. -/
theorem no_bath_eigenstate [DecidableEq ι] {ε l : ℝ} {V d : ι → ℝ} {x : Option ι → ℝ}
    (hd : Function.Injective d) (hV : ∀ j, V j ≠ 0)
    (h : starHamiltonian ε V d *ᵥ x = l • x) (h0 : x none = 0) : x = 0 := by
  have r0 : ε * x none + ∑ j, V j * x (some j) = l * x none :=
    (star_level ε V d x).symm.trans (congrFun h none)
  have r : ∀ j, V j * x none + d j * x (some j) = l * x (some j) := fun j =>
    (star_bath ε V d x j).symm.trans (congrFun h (some j))
  simp only [h0, mul_zero, zero_add] at r0 r
  have hz : ∀ i, x (some i) = 0 := by
    intro i
    by_contra hi
    -- only one bath level can match the energy, and its coupling is non-zero
    have hs : ∑ j, V j * x (some j) = V i * x (some i) :=
      Finset.sum_eq_single i (fun k _ hk => by
        have : x (some k) = 0 := by
          by_contra hk'
          exact hk (hd ((mul_right_cancel₀ hk' (r k)).trans (mul_right_cancel₀ hi (r i)).symm))
        rw [this, mul_zero]) (fun h => absurd (Finset.mem_univ i) h)
    exact mul_ne_zero (hV i) hi (hs.symm.trans r0)
  funext i
  cases i with
  | none => exact h0
  | some i => exact hz i

/-- A real Hermitian matrix has orthonormal eigenvectors, and they are complete. -/
theorem complete_eigenvectors [DecidableEq κ] {H : Matrix κ κ ℝ} (hH : H.IsHermitian) :
    ∃ (e : κ → ℝ) (v : κ → κ → ℝ), (∀ k, H *ᵥ v k = e k • v k) ∧
      (∀ k l, v k ⬝ᵥ v l = if k = l then 1 else 0) ∧
      ∀ i j, ∑ k, v k i * v k j = if i = j then 1 else 0 := by
  have hin : ∀ x y : EuclideanSpace ℝ κ, inner ℝ x y = x.ofLp ⬝ᵥ y.ofLp := fun x y => by
    simp [PiLp.inner_apply, dotProduct, mul_comm]
  obtain ⟨e, v, hev, ho⟩ : ∃ (e : κ → ℝ) (v : κ → κ → ℝ), (∀ k, H *ᵥ v k = e k • v k) ∧
      ∀ k l, v k ⬝ᵥ v l = if k = l then 1 else 0 :=
    ⟨hH.eigenvalues, fun k => (hH.eigenvectorBasis k).ofLp,
      fun k => hH.mulVec_eigenvectorBasis k, fun k l =>
        (hin _ _).symm.trans (orthonormal_iff_ite.1 hH.eigenvectorBasis.orthonormal k l)⟩
  refine ⟨e, v, hev, ho, fun i j => ?_⟩
  have hW : of v * (of v)ᵀ = 1 := by
    ext k l
    rw [one_apply]
    exact ho k l
  -- a one-sided inverse of a square matrix is two-sided
  have hW' : (of v)ᵀ * of v = 1 := mul_eq_one_comm.1 hW
  have h2 : ((of v)ᵀ * of v) i j = (1 : Matrix κ κ ℝ) i j := by rw [hW']
  rw [mul_apply, one_apply] at h2
  exact h2

/-- Dyson's equation adds one pole: for distinct `d_j` and `b_j > 0` the Green's function is a sum
over distinct real poles, one more than the `d_j`, with positive weights of total one, at every
non-real `z`. -/
theorem dyson_adds_one_pole (ε : ℝ) {b d : ι → ℝ} (hd : Function.Injective d)
    (hb : ∀ j, 0 < b j) : ∃ e a : Option ι → ℝ,
      Function.Injective e ∧ (∀ k, 0 < a k) ∧ ∑ k, a k = 1 ∧
      ∀ z : ℂ, z.im ≠ 0 → z - ε - poleSum b d z ≠ 0 ∧
        1 / (z - ε - poleSum b d z) = poleSum a e z := by
  classical
  obtain ⟨s, hs, hs2⟩ : ∃ s : ι → ℝ, (∀ j, s j ≠ 0) ∧ ∀ j, b j = s j * s j :=
    ⟨fun j => √(b j), fun j => (Real.sqrt_pos.2 (hb j)).ne',
      fun j => (Real.mul_self_sqrt (hb j).le).symm⟩
  obtain ⟨e, v, hev, ho, hc⟩ := complete_eigenvectors (star_isHermitian ε s d)
  have hne : ∀ k, v k none ≠ 0 := fun k h => by
    have := ho k k
    rw [no_bath_eigenstate hd hs (hev k) h] at this
    simp at this
  have hone : ∑ k, v k none * v k none = 1 := (hc none none).trans (if_pos rfl)
  refine ⟨e, fun k => v k none * v k none, fun k l hkl => ?_,
    fun k => mul_self_pos.2 (hne k), hone, fun z hz => ?_⟩
  · -- two states of equal energy could be combined into a pure bath state
    by_contra h
    have hw : v l none • v k - v k none • v l = 0 :=
      no_bath_eigenstate (l := e k) hd hs
        (by rw [mulVec_sub, mulVec_smul, mulVec_smul, hev k, hev l, ← hkl]; module)
        (by change v l none * v k none - v k none * v l none = 0; ring)
    have h2 := congrArg (fun w => v k ⬝ᵥ w) hw
    simp [ho, h] at h2
    exact hne l h2
  have hr : ∀ x : ℝ, z - x ≠ 0 := fun x h =>
    hz (by rw [sub_eq_zero.1 h]; exact Complex.ofReal_im x)
  have r0 : ∀ k, (ε : ℂ) * v k none + ∑ j, (s j : ℂ) * v k (some j) = e k * v k none :=
    fun k => by exact_mod_cast (star_level ε s d (v k)).symm.trans (congrFun (hev k) none)
  have r : ∀ k j, (s j : ℂ) * v k none + d j * v k (some j) = e k * v k (some j) :=
    fun k j => by
      exact_mod_cast (star_bath ε s d (v k) j).symm.trans (congrFun (hev k) (some j))
  have hone' : ∑ k, (v k none : ℂ) * v k none = 1 := by exact_mod_cast hone
  have horth : ∀ j, ∑ k, (v k none : ℂ) * v k (some j) = 0 := fun j => by
    have h : ∑ k, v k none * v k (some j) = 0 :=
      (hc none (some j)).trans (if_neg (Option.some_ne_none j).symm)
    exact_mod_cast h
  obtain ⟨c, hcz⟩ : ∃ c : Option ι → ℂ, ∀ k, c k = v k none / (z - e k) :=
    ⟨_, fun _ => rfl⟩
  have hcc : ∀ k, c k * (z - e k) = v k none := fun k => by
    rw [hcz k, div_mul_cancel₀ _ (hr (e k))]
  -- `g` is the column of the resolvent that starts on the level
  obtain ⟨g, hg⟩ : ∃ g : Option ι → ℂ, ∀ i, g i = ∑ k, c k * v k i := ⟨_, fun _ => rfl⟩
  have h0 : (z - ε) * g none = 1 + ∑ j, (s j : ℂ) * g (some j) := by
    have hsw : ∑ j, (s j : ℂ) * g (some j) = ∑ k, c k * ∑ j, (s j : ℂ) * v k (some j) := by
      simp only [hg, Finset.mul_sum]
      rw [Finset.sum_comm]
      exact Finset.sum_congr rfl fun k _ => Finset.sum_congr rfl fun j _ => by ring
    rw [hsw, ← hone', ← Finset.sum_add_distrib, hg, Finset.mul_sum]
    refine Finset.sum_congr rfl fun k _ => ?_
    linear_combination (v k none : ℂ) * hcc k - c k * r0 k
  have hj : ∀ j, (z - d j) * g (some j) = s j * g none := fun j => by
    rw [← zero_add ((s j : ℂ) * g none), ← horth j, hg, hg, Finset.mul_sum, Finset.mul_sum,
      ← Finset.sum_add_distrib]
    refine Finset.sum_congr rfl fun k _ => ?_
    linear_combination (v k (some j) : ℂ) * hcc k - c k * r k j
  -- eliminating the bath produces the self-energy
  have hS : poleSum b d z * g none = ∑ j, (s j : ℂ) * g (some j) := by
    rw [poleSum, Finset.sum_mul]
    refine Finset.sum_congr rfl fun j _ => ?_
    have hb2 : (b j : ℂ) = s j * s j := by exact_mod_cast hs2 j
    rw [div_mul_eq_mul_div, div_eq_iff (hr (d j))]
    linear_combination g none * hb2 - (s j : ℂ) * hj j
  have hG : poleSum (fun k => v k none * v k none) e z = g none := by
    rw [poleSum, hg]
    refine Finset.sum_congr rfl fun k _ => ?_
    rw [hcz k, Complex.ofReal_mul]
    ring
  have hprod : (z - ε - poleSum b d z) * g none = 1 := by linear_combination h0 - hS
  have hF := left_ne_zero_of_mul_eq_one hprod
  exact ⟨hF, by rw [hG, div_eq_iff hF, mul_comm, hprod]⟩

/-- Approaching a real energy `x` vertically, `(z - x)` times a pole sum tends to the total
weight of the poles at `x`. -/
theorem residue_limit (a e : ι → ℝ) (x : ℝ) :
    Tendsto (fun t : ℝ => (t * Complex.I) * poleSum a e (x + t * Complex.I)) (𝓝[≠] 0)
      (𝓝 (∑ k, if e k = x then (a k : ℂ) else 0)) := by
  simp only [poleSum, Finset.mul_sum]
  refine tendsto_finsetSum _ fun k _ => ?_
  split_ifs with h
  · refine tendsto_const_nhds.congr' ?_
    filter_upwards [self_mem_nhdsWithin] with t ht
    have hI : (t : ℂ) * Complex.I ≠ 0 :=
      mul_ne_zero (Complex.ofReal_ne_zero.2 ht) Complex.I_ne_zero
    rw [h, add_sub_cancel_left, ← mul_div_assoc, eq_div_iff hI]
    ring
  · have hne : (x : ℂ) + ((0 : ℝ) : ℂ) * Complex.I - e k ≠ 0 := by
      rw [Complex.ofReal_zero, zero_mul, add_zero]
      exact sub_ne_zero.2 (Complex.ofReal_injective.ne (Ne.symm h))
    have hc : ContinuousAt (fun t : ℝ =>
        (t : ℂ) * Complex.I * ((a k : ℂ) / (x + t * Complex.I - e k))) 0 :=
      ContinuousAt.mul (by fun_prop) (ContinuousAt.div continuousAt_const (by fun_prop) hne)
    have h0 := hc.tendsto.mono_left (nhdsWithin_le_nhds (s := {0}ᶜ))
    rw [Complex.ofReal_zero, zero_mul, zero_mul] at h0
    exact h0

/-- If a sum over distinct poles with positive weights equals a second pole sum at all non-real
`z`, then the second has at least as many terms. -/
theorem pole_count_le {a e : ι → ℝ} {a' e' : κ → ℝ}
    (he : Function.Injective e) (ha : ∀ k, 0 < a k)
    (h : ∀ z : ℂ, z.im ≠ 0 → poleSum a e z = poleSum a' e' z) :
    Fintype.card ι ≤ Fintype.card κ := by
  have hsub : ∀ k, ∃ l, e' l = e k := by
    intro k
    by_contra hcon
    have hlim := (residue_limit a' e' (e k)).congr'
      (f₂ := fun t : ℝ => (t * Complex.I) * poleSum a e (e k + t * Complex.I)) (by
        filter_upwards [self_mem_nhdsWithin] with t ht
        have him : ((e k : ℂ) + t * Complex.I).im = t := by simp
        rw [h ((e k : ℂ) + t * Complex.I) (by rw [him]; exact ht)])
    have heq := tendsto_nhds_unique (residue_limit a e (e k)) hlim
    have hL : (∑ i, if e i = e k then (a i : ℂ) else 0) = a k :=
      (Finset.sum_eq_single k (fun i _ hi => if_neg (he.ne hi))
        (fun h => absurd (Finset.mem_univ k) h)).trans (if_pos rfl)
    have hR : (∑ l, if e' l = e k then (a' l : ℂ) else 0) = 0 :=
      Finset.sum_eq_zero fun l _ => if_neg (not_exists.1 hcon l)
    exact (ha k).ne' (Complex.ofReal_eq_zero.1 (hL.symm.trans (heq.trans hR)))
  choose f hf using hsub
  exact Fintype.card_le_of_injective f fun i j hij => he (by rw [← hf i, ← hf j, hij])

/-- For distinct `d_j` and `b_j > 0`, every form of the Green's function as a sum over distinct
real poles with positive weights has exactly one pole more than the self-energy. -/
theorem dyson_pole_count (ε : ℝ) {b d : ι → ℝ} {a e : κ → ℝ}
    (hd : Function.Injective d) (hb : ∀ j, 0 < b j)
    (he : Function.Injective e) (ha : ∀ k, 0 < a k)
    (h : ∀ z : ℂ, z.im ≠ 0 → 1 / (z - ε - poleSum b d z) = poleSum a e z) :
    Fintype.card κ = Fintype.card ι + 1 := by
  obtain ⟨e', a', he', ha', -, hG⟩ := dyson_adds_one_pole ε hd hb
  rw [← Fintype.card_option]
  exact le_antisymm
    (pole_count_le he ha fun z hz => (h z hz).symm.trans (hG z hz).2)
    (pole_count_le he' ha' fun z hz => (hG z hz).2.symm.trans (h z hz))

end

end DysonPoles
```

```lean
#print axioms DysonPoles.dyson_pole_count
-- 'DysonPoles.dyson_pole_count' depends on axioms: [propext, Classical.choice, Quot.sound]
```

`no_bath_eigenstate` is the argument for positive weights, and the main theorem uses it again for distinct poles. `complete_eigenvectors` takes the orthonormal eigenvectors from Mathlib and turns orthonormality into completeness, because a one-sided inverse of a square matrix is two-sided.

In `dyson_adds_one_pole` the couplings $V_j$ are called `s j`. The facts `h0` and `hj` are the two displayed equations for $g$, obtained term by term with `linear_combination`; `hS` eliminates the bath, and `hprod` is the resulting product equal to 1. `residue_limit` is the vertical approach to a pole. `pole_count_le` uses uniqueness of limits to match each pole of the first sum with one of the second, and `dyson_pole_count` applies it in both directions.

The result bears on finite-bath impurity models and on pole expansions of a self-energy, for one orbital and finitely many real poles of positive weight; fits with complex poles or negative weights, matrix-valued self-energies and continuous spectra lie beyond it. In an impurity model, $\Sigma$ here means everything subtracted from $z-\varepsilon$ in Dyson's equation: the hybridization function plus, with interactions, the interaction self-energy. Counting the poles of the interaction part alone leaves out those of the hybridization function. For an interacting system, the step left to the physics is to show that this total $\Sigma$ has the assumed scalar form, with its static part absorbed in $\varepsilon$. The bath used in the proof is then an auxiliary device that reproduces $G$, and its levels need not be physical orbitals.
